# A contractive energy iteration for eliminating the small Dirac component when the gap exceeds the coupling

Take one large component $x$ and one small component $y$, with $y=Ex$ and $x-2y=Ey$. Eliminating $y$ leaves $E=F(E)$, where $F(E)=1/(2+E)$. Starting from $0$, the iteration gives $0.5,\ 0.4,\ 0.4167,\ 0.4138$, alternately above and below $\sqrt2-1\approx0.4142$. Raising $E$ lowers $F$, with slope at most $1/4$ in size for $E\ge0$.

For a one-particle Dirac problem with fixed potentials in finite dimension, let $F(E)$ be the lowest eigenvalue of the large-component Hamiltonian at trial energy $E$. On a window $E\ge-a$, raising $E$ never raises $F$, and $F$ is a contraction, if the gap from $-a$ down to the small-component block exceeds the norm of the coupling. Convergence is proved for iterates that stay in the window, towards a fixed point assumed to lie there.

```lean
import Mathlib

open scoped InnerProductSpace
open Filter Topology

namespace EnergyDependentElimination

noncomputable section

variable {L S : Type*} [NormedAddCommGroup L] [InnerProductSpace ℂ L] [FiniteDimensional ℂ L]
  [NormedAddCommGroup S] [InnerProductSpace ℂ S] [FiniteDimensional ℂ S]
```

`L` and `S` are the spaces of large and small components. Inner products are linear in the second slot.

```lean
/-- The small-component operator `2c² + E - W`. -/
def smallOp (c : ℝ) (W : S →ₗ[ℂ] S) (E : ℝ) : Module.End ℂ S :=
  ((2 * c ^ 2 + E : ℝ) : ℂ) • (1 : Module.End ℂ S) - W
```

This is $M(E)=2c^2+E-W$, with $c$ the speed of light, $W$ the small-component potential, the particle's mass set to $1$ and energies measured from the rest energy.

```lean
/-- The large-component Hamiltonian `V + c² B† (2c² + E - W)⁻¹ B`, meaningful when
`2c² + E - W` is invertible. -/
def effHam (c : ℝ) (V : L →ₗ[ℂ] L) (W : S →ₗ[ℂ] S) (B : L →ₗ[ℂ] S) (E : ℝ) : L →ₗ[ℂ] L :=
  V + ((c ^ 2 : ℝ) : ℂ) • (LinearMap.adjoint B ∘ₗ Ring.inverse (smallOp c W E) ∘ₗ B)
```

This is $H(E)=V+c^2B^\dagger M(E)^{-1}B$, where $V$ is the large-component potential and $B$ stands for $\sigma\cdot p$.

```lean
/-- The lowest real eigenvalue of `H`, meant for Hermitian `H` on a nonzero space. -/
def lowestEigenvalue (H : L →ₗ[ℂ] L) : ℝ :=
  sInf {μ : ℝ | ∃ x : L, x ≠ 0 ∧ H x = (μ : ℂ) • x}
```

The lowest eigenvalue is defined as an infimum over real eigenvalues.

```lean
/-- The update rule `F(E)`: the lowest eigenvalue of the large-component Hamiltonian at trial energy
`E`, meant for Hermitian `V` and `W`, nonzero `L` and invertible `2c² + E - W`. -/
def groundEnergy (c : ℝ) (V : L →ₗ[ℂ] L) (W : S →ₗ[ℂ] S) (B : L →ₗ[ℂ] S) (E : ℝ) : ℝ :=
  lowestEigenvalue (effHam c V W B E)
```

$F(E)$ is the lowest eigenvalue of $H(E)$.

```lean
/-- The operator norm of the coupling `cB`. -/
def coupling (c : ℝ) (B : L →ₗ[ℂ] S) : ℝ :=
  ‖LinearMap.toContinuousLinearMap ((c : ℂ) • B)‖
```

Write $\kappa=\|cB\|$ for this operator norm.

```lean
/-- `V` and `W` are Hermitian, `2c² - a - W - g` is positive semidefinite, and `‖cB‖ < g`. -/
structure Admissible (c a g : ℝ) (V : L →ₗ[ℂ] L) (W : S →ₗ[ℂ] S) (B : L →ₗ[ℂ] S) : Prop where
  V_symm : V.IsSymmetric
  W_symm : W.IsSymmetric
  gap : ∀ y, g * ‖y‖ ^ 2 ≤ (⟪y, smallOp c W (-a) y⟫_ℂ).re
  weak : coupling c B < g
```

`IsSymmetric` means Hermitian. `gap` places the small-component block $W-2c^2$ at least $g$ below the trial energy $-a$; `weak`, $\kappa<g$, limits the momenta in the basis. Both are assumed. Since $\kappa\ge0$, $g>0$.

```lean
variable {c a g : ℝ} {V : L →ₗ[ℂ] L} {W : S →ₗ[ℂ] S} {B : L →ₗ[ℂ] S}

/-- For a Hermitian operator on a nonzero space the lowest eigenvalue is attained and bounds
every expectation value from below. -/
theorem lowest_spec [Nontrivial L] {H : L →ₗ[ℂ] L} (hH : H.IsSymmetric) :
    (∃ x : L, x ≠ 0 ∧ H x = (lowestEigenvalue H : ℂ) • x) ∧
      ∀ x, lowestEigenvalue H * ‖x‖ ^ 2 ≤ (⟪x, H x⟫_ℂ).re := by
  have hn : ∀ z : L, (⟪z, z⟫_ℂ).re = ‖z‖ ^ 2 := fun z => inner_self_eq_norm_sq (𝕜 := ℂ) z
  -- the infimum of the Rayleigh quotient is an eigenvalue
  obtain ⟨m, hm, hev⟩ : ∃ m : ℝ,
      m = (⨅ x : {x : L // x ≠ 0}, (⟪H x, (x : L)⟫_ℂ).re / ‖(x : L)‖ ^ 2) ∧
      Module.End.HasEigenvalue H (m : ℂ) :=
    ⟨_, rfl, hH.hasEigenvalue_iInf_of_finiteDimensional⟩
  have hb : ∀ x, m * ‖x‖ ^ 2 ≤ (⟪x, H x⟫_ℂ).re := by
    intro x
    by_cases hx : x = 0
    · simp [hx]
    have hbdd : BddBelow (Set.range fun x : {x : L // x ≠ 0} =>
        (⟪H x, (x : L)⟫_ℂ).re / ‖(x : L)‖ ^ 2) := by
      refine ⟨-‖LinearMap.toContinuousLinearMap H‖, ?_⟩
      rintro _ ⟨⟨y, hy⟩, rfl⟩
      have h1 := (abs_le.1 (Complex.abs_re_le_norm ⟪H y, y⟫_ℂ)).1
      have h2 := norm_inner_le_norm (𝕜 := ℂ) (H y) y
      have h3 : ‖H y‖ ≤ ‖LinearMap.toContinuousLinearMap H‖ * ‖y‖ :=
        (LinearMap.toContinuousLinearMap H).le_opNorm y
      have h4 := mul_le_mul_of_nonneg_right h3 (norm_nonneg y)
      change _ ≤ (⟪H y, y⟫_ℂ).re / ‖y‖ ^ 2
      rw [le_div_iff₀ (pow_pos (norm_pos_iff.2 hy) 2)]
      nlinarith
    have h := ciInf_le hbdd ⟨x, hx⟩
    rw [← hm, le_div_iff₀ (pow_pos (norm_pos_iff.2 hx) 2)] at h
    rwa [← hH x x]
  obtain ⟨v, hv⟩ := hev.exists_hasEigenvector
  have hleast : IsLeast {μ : ℝ | ∃ x : L, x ≠ 0 ∧ H x = (μ : ℂ) • x} m := by
    refine ⟨⟨v, hv.2, hv.apply_eq_smul⟩, ?_⟩
    rintro μ ⟨x, hx, hxe⟩
    have h := hb x
    rw [hxe, inner_smul_right, Complex.re_ofReal_mul, hn] at h
    exact le_of_mul_le_mul_right h (pow_pos (norm_pos_iff.2 hx) 2)
  have he : lowestEigenvalue H = m := hleast.csInf_eq
  rw [he]
  exact ⟨hleast.1, hb⟩
```

Mathlib supplies an eigenvalue $m$ equal to the infimum of the Rayleigh quotient, which is bounded below by $-\|H\|$. Hence $m\|x\|^2\le\langle x,Hx\rangle$ for all $x$. Applied to eigenvectors, this makes $m$ the lowest eigenvalue.

```lean
/-- The real part of `⟪x, H x⟫`, for the large-component Hamiltonian `H` at `E`, is that of
`⟪x, V x⟫` plus `c²` times that of `⟪B x, R (B x)⟫`, where `R` is `Ring.inverse` of `2c² + E - W`.
-/
theorem expectation (c : ℝ) (V : L →ₗ[ℂ] L) (W : S →ₗ[ℂ] S) (B : L →ₗ[ℂ] S) (E : ℝ) (x : L) :
    (⟪x, effHam c V W B E x⟫_ℂ).re =
      (⟪x, V x⟫_ℂ).re + c ^ 2 * (⟪B x, Ring.inverse (smallOp c W E) (B x)⟫_ℂ).re := by
  simp only [effHam, LinearMap.add_apply, LinearMap.smul_apply, LinearMap.comp_apply,
    inner_add_right, inner_smul_right, LinearMap.adjoint_inner_right, Complex.add_re,
    Complex.re_ofReal_mul]
```

Moving $B^\dagger$ across the inner product gives, in real parts,
$$\langle x,H(E)x\rangle=\langle x,Vx\rangle+c^2\langle Bx,M(E)^{-1}Bx\rangle.$$

```lean
/-- Under the admissibility conditions, `2c² + E - W` is at least `g` for every `E ≥ -a`, and
its inverse solves the small-component equation. -/
theorem Admissible.gap_solve (h : Admissible c a g V W B) {E : ℝ} (hE : -a ≤ E) :
    (∀ y, g * ‖y‖ ^ 2 ≤ (⟪y, smallOp c W E y⟫_ℂ).re) ∧
      ∀ u, smallOp c W E (Ring.inverse (smallOp c W E) u) = u := by
  have hg : 0 < g := lt_of_le_of_lt (norm_nonneg _) h.weak
  have hgap : ∀ y, g * ‖y‖ ^ 2 ≤ (⟪y, smallOp c W E y⟫_ℂ).re := by
    intro y
    have hn : (⟪y, y⟫_ℂ).re = ‖y‖ ^ 2 := inner_self_eq_norm_sq (𝕜 := ℂ) y
    have hs : smallOp c W E y = smallOp c W (-a) y + ((E + a : ℝ) : ℂ) • y := by
      simp only [smallOp, LinearMap.sub_apply, LinearMap.smul_apply, Module.End.one_apply]
      push_cast
      module
    rw [hs, inner_add_right, inner_smul_right, Complex.add_re, Complex.re_ofReal_mul, hn]
    nlinarith [h.gap y, mul_nonneg (by linarith : 0 ≤ E + a) (sq_nonneg ‖y‖)]
  refine ⟨hgap, fun u => ?_⟩
  -- a positive gap makes the operator injective, hence invertible
  have hu : IsUnit (smallOp c W E) := by
    refine (LinearMap.isUnit_iff_ker_eq_bot _).2 (LinearMap.ker_eq_bot'.2 fun y hy => ?_)
    have h1 := hgap y
    rw [hy, inner_zero_right, Complex.zero_re] at h1
    by_contra hne
    exact absurd h1 (not_le_of_gt (mul_pos hg (pow_pos (norm_pos_iff.2 hne) 2)))
  exact DFunLike.congr_fun (Ring.mul_inverse_cancel _ hu) u
```

Since $M(E)=M(-a)+(E+a)$, the gap persists. If $M(E)y=0$, then $g\|y\|^2\le0$, so $y=0$; in finite dimension $M(E)$ is therefore invertible.

```lean
/-- Under the admissibility conditions the small- and large-component operators are Hermitian
for every `E ≥ -a`. -/
theorem Admissible.symm (h : Admissible c a g V W B) {E : ℝ} (hE : -a ≤ E) :
    LinearMap.IsSymmetric (smallOp c W E) ∧ (effHam c V W B E).IsSymmetric := by
  have hM : ∀ y z, ⟪smallOp c W E y, z⟫_ℂ = ⟪y, smallOp c W E z⟫_ℂ := by
    intro y z
    simp only [smallOp, LinearMap.sub_apply, LinearMap.smul_apply, Module.End.one_apply,
      inner_sub_left, inner_sub_right, inner_smul_left, inner_smul_right, Complex.conj_ofReal,
      h.W_symm y z]
  refine ⟨hM, fun x z => ?_⟩
  have hi := hM (Ring.inverse (smallOp c W E) (B x)) (Ring.inverse (smallOp c W E) (B z))
  rw [(h.gap_solve hE).2, (h.gap_solve hE).2] at hi
  simp only [effHam, LinearMap.add_apply, LinearMap.smul_apply, LinearMap.comp_apply,
    inner_add_left, inner_add_right, inner_smul_left, inner_smul_right, Complex.conj_ofReal,
    LinearMap.adjoint_inner_left, LinearMap.adjoint_inner_right, h.V_symm x z, hi]
```

$M(E)$ is Hermitian because $W$ is and $E$ is real. Its inverse, and so $H(E)$, inherits this.

```lean
/-- Under the admissibility conditions, raising the trial energy from `E ≥ -a` to `E'` never raises
the real part of `⟪x, H x⟫`, for the large-component Hamiltonian `H`, and lowers it by at most
`(‖cB‖/g)² (E' - E) ‖x‖²`. -/
theorem Admissible.expectation_bounds (h : Admissible c a g V W B) {E E' : ℝ} (hE : -a ≤ E)
    (hEE : E ≤ E') (x : L) :
    (⟪x, effHam c V W B E' x⟫_ℂ).re ≤ (⟪x, effHam c V W B E x⟫_ℂ).re ∧
      (⟪x, effHam c V W B E x⟫_ℂ).re ≤ (⟪x, effHam c V W B E' x⟫_ℂ).re +
        (coupling c B / g) ^ 2 * (E' - E) * ‖x‖ ^ 2 := by
  have hg : 0 < g := lt_of_le_of_lt (norm_nonneg _) h.weak
  have hδ : 0 ≤ E' - E := sub_nonneg.2 hEE
  have hnorm : ∀ e, -a ≤ e → ∀ z, g * ‖z‖ ≤ ‖smallOp c W e z‖ := by
    intro e he z
    by_cases hz : z = 0
    · simp [hz]
    have h1 := ((h.gap_solve he).1 z).trans
      ((Complex.re_le_norm _).trans (norm_inner_le_norm (𝕜 := ℂ) z (smallOp c W e z)))
    exact le_of_mul_le_mul_right (by nlinarith) (norm_pos_iff.2 hz)
  rw [expectation, expectation]
  have hy := (h.gap_solve hE).2 (B x)
  have hy' := (h.gap_solve (hE.trans hEE)).2 (B x)
  generalize Ring.inverse (smallOp c W E) (B x) = y at hy ⊢
  generalize Ring.inverse (smallOp c W E') (B x) = y' at hy' ⊢
  have hs : smallOp c W E' y' = smallOp c W E y' + ((E' - E : ℝ) : ℂ) • y' := by
    simp only [smallOp, LinearMap.sub_apply, LinearMap.smul_apply, Module.End.one_apply]
    push_cast
    module
  have hd : smallOp c W E (y - y') = ((E' - E : ℝ) : ℂ) • y' := by
    rw [map_sub, hy, ← hy', hs, add_sub_cancel_left]
  -- resolvent identity for the expectation values
  have h1 : (⟪B x, y⟫_ℂ).re - (⟪B x, y'⟫_ℂ).re = (E' - E) * (⟪y, y'⟫_ℂ).re := by
    rw [← Complex.sub_re, ← inner_sub_right, ← hy, (h.symm hE).1 y (y - y'), hd,
      inner_smul_right, Complex.re_ofReal_mul]
  have h2 : 0 ≤ (E' - E) * (⟪y, y'⟫_ℂ).re := by
    have hn : (⟪y', y'⟫_ℂ).re = ‖y'‖ ^ 2 := inner_self_eq_norm_sq (𝕜 := ℂ) y'
    have h3 := (h.gap_solve hE).1 (y - y')
    rw [hd, inner_smul_right, Complex.re_ofReal_mul, inner_sub_left, Complex.sub_re, hn] at h3
    nlinarith [mul_nonneg hδ (sq_nonneg ‖y'‖), mul_nonneg hg.le (sq_nonneg ‖y - y'‖)]
  have h4 : c ^ 2 * (⟪y, y'⟫_ℂ).re ≤ (coupling c B / g) ^ 2 * ‖x‖ ^ 2 := by
    have n1 := hnorm E hE y
    have n2 := hnorm E' (hE.trans hEE) y'
    rw [hy] at n1
    rw [hy'] at n2
    have hB : ‖(c : ℂ) • B x‖ ≤ coupling c B * ‖x‖ :=
      (LinearMap.toContinuousLinearMap ((c : ℂ) • B)).le_opNorm x
    have hB2 := pow_le_pow_left₀ (norm_nonneg _) hB 2
    rw [norm_smul, Complex.norm_real, Real.norm_eq_abs, mul_pow, sq_abs, mul_pow] at hB2
    have hr := (Complex.re_le_norm _).trans (norm_inner_le_norm (𝕜 := ℂ) y y')
    rw [div_pow, div_mul_eq_mul_div, le_div_iff₀ (pow_pos hg 2)]
    calc c ^ 2 * (⟪y, y'⟫_ℂ).re * g ^ 2 ≤ c ^ 2 * (‖y‖ * ‖y'‖) * g ^ 2 := by gcongr
      _ = c ^ 2 * ((g * ‖y‖) * (g * ‖y'‖)) := by ring
      _ ≤ c ^ 2 * (‖B x‖ * ‖B x‖) := by gcongr
      _ = c ^ 2 * ‖B x‖ ^ 2 := by ring
      _ ≤ _ := hB2
  have h5 : c ^ 2 * (⟪B x, y⟫_ℂ).re - c ^ 2 * (⟪B x, y'⟫_ℂ).re =
      c ^ 2 * ((E' - E) * (⟪y, y'⟫_ℂ).re) := by rw [← mul_sub, h1]
  constructor
  · linarith [mul_nonneg (sq_nonneg c) h2]
  · linarith [mul_le_mul_of_nonneg_left h4 hδ]
```

Let $\delta=E'-E\ge0$ and $M(E)y=Bx=M(E')y'$. Then $M(E)(y-y')=\delta y'$ (`hd`), so (`h1`)
$$\langle Bx,y-y'\rangle=\langle y,M(E)(y-y')\rangle=\delta\langle y,y'\rangle.$$

For the sign (`h2`), the gap gives $\delta\,\mathrm{Re}\langle y-y',y'\rangle\ge g\|y-y'\|^2\ge0$, hence $\delta\,\mathrm{Re}\langle y,y'\rangle\ge\delta\|y'\|^2\ge0$.

For the size (`h4`), $g\|y\|^2\le\langle y,M(E)y\rangle\le\|y\|\|Bx\|$ gives $g\|y\|\le\|Bx\|$, and likewise for $y'$. Thus
$$c^2\,\mathrm{Re}\langle y,y'\rangle\le c^2\|Bx\|^2/g^2\le(\kappa/g)^2\|x\|^2.$$
Multiplying the first identity by $c^2$ yields both bounds.

```lean
/-- Under the admissibility conditions, `F` is nonincreasing on `E ≥ -a` and Lipschitz there with
constant `(‖cB‖/g)² < 1`. -/
theorem Admissible.antitone_lipschitz [Nontrivial L] (h : Admissible c a g V W B) :
    AntitoneOn (groundEnergy c V W B) (Set.Ici (-a)) ∧
      (∀ E E', -a ≤ E → -a ≤ E' → |groundEnergy c V W B E - groundEnergy c V W B E'| ≤
        (coupling c B / g) ^ 2 * |E - E'|) ∧ (coupling c B / g) ^ 2 < 1 := by
  have hg : 0 < g := lt_of_le_of_lt (norm_nonneg _) h.weak
  have hn : ∀ z : L, (⟪z, z⟫_ℂ).re = ‖z‖ ^ 2 := fun z => inner_self_eq_norm_sq (𝕜 := ℂ) z
  have key : ∀ E E', -a ≤ E → E ≤ E' → groundEnergy c V W B E' ≤ groundEnergy c V W B E ∧
      groundEnergy c V W B E - groundEnergy c V W B E' ≤
        (coupling c B / g) ^ 2 * (E' - E) := by
    intro E E' hE hEE
    unfold groundEnergy
    -- each ground vector is a trial vector for the other Hamiltonian
    obtain ⟨⟨x, hx, hxe⟩, hmin⟩ := lowest_spec (h.symm hE).2
    obtain ⟨⟨x', hx', hxe'⟩, hmin'⟩ := lowest_spec (h.symm (hE.trans hEE)).2
    have b := (h.expectation_bounds hE hEE x).1
    have b' := (h.expectation_bounds hE hEE x').2
    rw [hxe, inner_smul_right, Complex.re_ofReal_mul, hn] at b
    rw [hxe', inner_smul_right, Complex.re_ofReal_mul, hn, ← add_mul] at b'
    have r := le_of_mul_le_mul_right ((hmin x').trans b') (pow_pos (norm_pos_iff.2 hx') 2)
    exact ⟨le_of_mul_le_mul_right ((hmin' x).trans b) (pow_pos (norm_pos_iff.2 hx) 2),
      by linarith⟩
  refine ⟨fun E hE E' _ hEE => (key E E' hE hEE).1, fun E E' hE hE' => ?_,
    pow_lt_one₀ (div_nonneg (norm_nonneg _) hg.le) ((div_lt_one hg).2 h.weak) two_ne_zero⟩
  rcases le_total E E' with hl | hl
  · have k := key E E' hE hl
    rw [abs_of_nonneg (sub_nonneg.2 k.1), abs_sub_comm E E', abs_of_nonneg (sub_nonneg.2 hl)]
    exact k.2
  · have k := key E' E hE' hl
    rw [abs_sub_comm (groundEnergy c V W B E), abs_of_nonneg (sub_nonneg.2 k.1),
      abs_of_nonneg (sub_nonneg.2 hl)]
    exact k.2
```

Let $x,x'$ be normalised ground vectors of $H(E),H(E')$, with $E\le E'$. In `key`, each serves as a trial vector for the other operator:
$$F(E')\le\langle x,H(E')x\rangle\le F(E),$$
$$F(E)\le\langle x',H(E)x'\rangle\le F(E')+(\kappa/g)^2(E'-E).$$
Lean keeps the vectors unnormalised and cancels $\|x\|^2$ and $\|x'\|^2$. The constant is below $1$ because $0\le\kappa<g$.

```lean
/-- Under the admissibility conditions, iterates `E (n+1) = F(E n)` that remain in `E ≥ -a`
converge geometrically to any fixed point there, and successive iterates bracket it. -/
theorem Admissible.iteration_converges [Nontrivial L] (h : Admissible c a g V W B)
    {E : ℕ → ℝ} (hstep : ∀ n, E (n + 1) = groundEnergy c V W B (E n)) (hstay : ∀ n, -a ≤ E n)
    {Es : ℝ} (hEs : -a ≤ Es) (hfix : groundEnergy c V W B Es = Es) :
    Tendsto E atTop (𝓝 Es) ∧
      (∀ n, |E n - Es| ≤ ((coupling c B / g) ^ 2) ^ n * |E 0 - Es|) ∧
      ∀ n, Es ∈ Set.uIcc (E n) (E (n + 1)) := by
  obtain ⟨hanti, hlip, hlt⟩ := h.antitone_lipschitz
  have hb : ∀ n, |E n - Es| ≤ ((coupling c B / g) ^ 2) ^ n * |E 0 - Es| := by
    intro n
    induction n with
    | zero => simp
    | succ n ih =>
      have h1 := hlip (E n) Es (hstay n) hEs
      rw [← hstep, hfix] at h1
      have h2 := mul_le_mul_of_nonneg_left ih (sq_nonneg (coupling c B / g))
      calc _ ≤ _ := h1.trans h2
        _ = _ := by ring
  refine ⟨?_, hb, fun n => ?_⟩
  · have hlim : Tendsto (fun n => ((coupling c B / g) ^ 2) ^ n * |E 0 - Es|) atTop (𝓝 0) := by
      simpa using (tendsto_pow_atTop_nhds_zero_of_lt_one (sq_nonneg _) hlt).mul_const |E 0 - Es|
    exact tendsto_iff_dist_tendsto_zero.2 (squeeze_zero (fun _ => dist_nonneg) hb hlim)
  · -- a nonincreasing map sends each iterate to the other side of the fixed point
    rw [Set.mem_uIcc, hstep]
    rcases le_total (E n) Es with hl | hl
    · have k := hanti (hstay n) hEs hl
      rw [hfix] at k
      exact Or.inl ⟨hl, k⟩
    · have k := hanti hEs (hstay n) hl
      rw [hfix] at k
      exact Or.inr ⟨k, hl⟩
```

Write $E_n$ for `E n`, $E_*$ for `Es` and $q=(\kappa/g)^2$. Then
$$|E_{n+1}-E_*|=|F(E_n)-F(E_*)|\le q|E_n-E_*|.$$
Induction gives $|E_n-E_*|\le q^n|E_0-E_*|\to0$. If $E_n\le E_*$, monotonicity gives $E_{n+1}\ge E_*$; if $E_n\ge E_*$, it gives $E_{n+1}\le E_*$. `Set.uIcc` is the closed interval between two numbers in either order.

```lean
/-- Under the admissibility conditions, if also `L` is nonzero and `V ≥ -a`, then `F` maps the
window `E ≥ -a` into itself. -/
theorem Admissible.stays [Nontrivial L] (h : Admissible c a g V W B)
    (hV : ∀ x, -a * ‖x‖ ^ 2 ≤ (⟪x, V x⟫_ℂ).re) {E : ℝ} (hE : -a ≤ E) :
    -a ≤ groundEnergy c V W B E := by
  have hg : 0 < g := lt_of_le_of_lt (norm_nonneg _) h.weak
  obtain ⟨⟨x, hx, hxe⟩, -⟩ := lowest_spec (h.symm hE).2
  have hn : (⟪x, x⟫_ℂ).re = ‖x‖ ^ 2 := inner_self_eq_norm_sq (𝕜 := ℂ) x
  have h1 := expectation c V W B E x
  rw [hxe, inner_smul_right, Complex.re_ofReal_mul, hn] at h1
  have hy := (h.gap_solve hE).2 (B x)
  generalize Ring.inverse (smallOp c W E) (B x) = y at hy h1
  have h2 : 0 ≤ (⟪B x, y⟫_ℂ).re := by
    rw [← hy, (h.symm hE).1 y y]
    exact (mul_nonneg hg.le (sq_nonneg _)).trans ((h.gap_solve hE).1 y)
  refine le_of_mul_le_mul_right ?_ (pow_pos (norm_pos_iff.2 hx) 2)
  exact (hV x).trans (by
    unfold groundEnergy
    linarith [mul_nonneg (sq_nonneg c) h2])
```

With $M(E)y=Bx$, the added term is $c^2\langle y,M(E)y\rangle\ge0$. If $V\ge-a$, a normalised ground vector therefore gives $F(E)\ge-a$, and iterates started in the window stay there.

```lean
/-- Under the admissibility conditions with `L` nonzero, a fixed point `E ≥ -a` of `F` is an
eigenvalue of the coupled Dirac equations for the large component `x` and the small component `y`.
-/
theorem Admissible.dirac_of_fixed [Nontrivial L] (h : Admissible c a g V W B) {E : ℝ}
    (hE : -a ≤ E) (hfix : groundEnergy c V W B E = E) :
    ∃ (x : L) (y : S), x ≠ 0 ∧ V x + (c : ℂ) • LinearMap.adjoint B y = (E : ℂ) • x ∧
      (c : ℂ) • B x + (W y - (2 * (c : ℂ) ^ 2) • y) = (E : ℂ) • y := by
  obtain ⟨⟨x, hx, hxe⟩, -⟩ := lowest_spec (h.symm hE).2
  change _ = (groundEnergy c V W B E : ℂ) • x at hxe
  rw [hfix] at hxe
  simp only [effHam, LinearMap.add_apply, LinearMap.smul_apply, LinearMap.comp_apply] at hxe
  have hy := (h.gap_solve hE).2 (B x)
  generalize Ring.inverse (smallOp c W E) (B x) = w at hy hxe
  refine ⟨x, (c : ℂ) • w, hx, ?_, ?_⟩
  · rw [← hxe, map_smul, smul_smul]
    push_cast
    rw [sq]
  · rw [← hy, map_smul]
    simp only [smallOp, LinearMap.sub_apply, LinearMap.smul_apply, Module.End.one_apply]
    push_cast
    module
```

From $H(E)x=Ex$, set $y=cM(E)^{-1}Bx$. Then $Vx+cB^\dagger y=Ex$, while $M(E)y=cBx$ rearranges to $cBx+(W-2c^2)y=Ey$. The theorem does not say where $E$ sits in the Dirac spectrum.

```lean
/-- The one-dimensional model `V = W = 0`, `B = 1`, `c = 1` is admissible with `a = 0`, `g = 2`,
and `√2 - 1` is a fixed point of its `F`. -/
theorem admissible_witness :
    Admissible 1 0 2 (0 : ℂ →ₗ[ℂ] ℂ) (0 : ℂ →ₗ[ℂ] ℂ) LinearMap.id ∧
      groundEnergy 1 (0 : ℂ →ₗ[ℂ] ℂ) (0 : ℂ →ₗ[ℂ] ℂ) LinearMap.id (√2 - 1) = √2 - 1 := by
  have hn : ∀ z : ℂ, (⟪z, z⟫_ℂ).re = ‖z‖ ^ 2 := fun z => inner_self_eq_norm_sq (𝕜 := ℂ) z
  have h : Admissible 1 0 2 (0 : ℂ →ₗ[ℂ] ℂ) (0 : ℂ →ₗ[ℂ] ℂ) LinearMap.id := by
    refine ⟨fun x y => by simp, fun x y => by simp, fun y => ?_, ?_⟩
    · simp only [smallOp, LinearMap.smul_apply, Module.End.one_apply, sub_zero,
        inner_smul_right, Complex.re_ofReal_mul, hn]
      linarith
    · refine lt_of_le_of_lt (ContinuousLinearMap.opNorm_le_bound _ zero_le_one fun x => ?_)
        one_lt_two
      simp
  refine ⟨h, ?_⟩
  have hsq : √2 ^ 2 = (2 : ℝ) := Real.sq_sqrt (by norm_num)
  have hE : -(0 : ℝ) ≤ √2 - 1 := by nlinarith [Real.sqrt_nonneg 2]
  obtain ⟨⟨x, hx, hxe⟩, -⟩ := lowest_spec (h.symm hE).2
  have h1 := expectation 1 (0 : ℂ →ₗ[ℂ] ℂ) (0 : ℂ →ₗ[ℂ] ℂ) LinearMap.id (√2 - 1) x
  rw [hxe, inner_smul_right, Complex.re_ofReal_mul, hn] at h1
  have hs := (h.gap_solve hE).2 ((LinearMap.id : ℂ →ₗ[ℂ] ℂ) x)
  generalize Ring.inverse (smallOp 1 (0 : ℂ →ₗ[ℂ] ℂ) (√2 - 1))
    ((LinearMap.id : ℂ →ₗ[ℂ] ℂ) x) = w at hs h1
  have h2 := congrArg (fun z => (⟪x, z⟫_ℂ).re) hs
  simp only [smallOp, LinearMap.smul_apply, Module.End.one_apply, LinearMap.id_apply,
    sub_zero, inner_smul_right, Complex.re_ofReal_mul, hn] at h2
  simp only [LinearMap.zero_apply, LinearMap.id_apply, inner_zero_right, Complex.zero_re] at h1
  refine mul_right_cancel₀ (pow_ne_zero 2 (norm_ne_zero_iff.2 hx)) ?_
  unfold groundEnergy
  linear_combination h1 + (√2 - 1) * h2 - (⟪x, w⟫_ℂ).re * hsq

end

end EnergyDependentElimination
```

This is the opening example: $\kappa=1$ and $g=2$ give the constant $1/4$. At $E=\sqrt2-1$, $F(E)=1/(\sqrt2+1)=\sqrt2-1$. Lean obtains this by combining the eigenvalue equation, $M(E)w=x$ and $(\sqrt2)^2=2$.

```lean
#print axioms EnergyDependentElimination.Admissible.iteration_converges
-- 'EnergyDependentElimination.Admissible.iteration_converges' depends on axioms: [propext, Classical.choice, Quot.sound]
#print axioms EnergyDependentElimination.Admissible.stays
-- 'EnergyDependentElimination.Admissible.stays' depends on axioms: [propext, Classical.choice, Quot.sound]
#print axioms EnergyDependentElimination.Admissible.dirac_of_fixed
-- 'EnergyDependentElimination.Admissible.dirac_of_fixed' depends on axioms: [propext, Classical.choice, Quot.sound]
```
